# In a diamond-type crystal of point charges, a twofold site axis along [001] extinguishes 200 while 222 can survive

A symmetric charge cloud can be described by its density or by a list of charges. Here it is a finite list, and symmetry means that an operation on positions, such as a rotation or an inversion, permutes the entries, matching both charge and position exactly. This is slightly stricter than invariance of the total density: one charge \(2q\) and two coincident charges \(q\) give the same density but different lists.

One cloud surrounds the site at the origin, and its inverted copy surrounds the second diamond site at \((1/4,1/4,1/4)\).

## Charges, phases and two sites

```lean
import Mathlib

open Complex ComplexConjugate

namespace DiamondForbiddenReflections

noncomputable section

variable {ι : Type*} [Fintype ι]
```

The type `ι` labels the charges, and `Fintype ι` says that there are finitely many. Continuous densities, thermal motion and multiple scattering are not covered. A reflection is called absent here when its single-scattering amplitude is zero.

```lean
/-- The scattering phase exp(2πi h·x) of a point at fractional position `x` for the
reflection `h`. -/
def phase (h : Fin 3 → ℤ) (x : Fin 3 → ℝ) : ℂ :=
  exp (((2 * Real.pi * (h 0 * x 0 + h 1 * x 1 + h 2 * x 2) : ℝ) : ℂ) * I)
```

A reflection is an integer triple \(h=(h_0,h_1,h_2)\), and \(x\) is a position in fractional coordinates of the cubic cell. Lean counts components from 0, as the prose does; the comments in the code count from 1. The definition reads
\[
\mathrm{phase}(h,x)=e^{2\pi i\,h\cdot x},\qquad h\cdot x=h_0x_0+h_1x_1+h_2x_2 .
\]

```lean
/-- The form factor of point charges `q j` at the positions `r j`. -/
def formFactor (q : ι → ℝ) (r : ι → Fin 3 → ℝ) (h : Fin 3 → ℤ) : ℂ :=
  ∑ j, (q j : ℂ) * phase h (r j)
```

With real charges \(q_j\) at positions \(r_j\), the form factor is \(f(h)=\sum_j q_j e^{2\pi i h\cdot r_j}\).

```lean
/-- The phase exp(2πi (h₁ + h₂ + h₃)/4) of the second diamond site. -/
def sitePhase (h : Fin 3 → ℤ) : ℂ :=
  exp (2 * Real.pi * I * ((h 0 + h 1 + h 2 : ℤ) : ℂ) / 4)
```

The second site contributes the phase \(s(h)=e^{2\pi i(h_0+h_1+h_2)/4}\).

```lean
/-- The structure factor of a charge cloud and its inverted copy on the second diamond site. -/
def structureFactor (q : ι → ℝ) (r : ι → Fin 3 → ℝ) (h : Fin 3 → ℤ) : ℂ :=
  formFactor q r h + formFactor q r (-h) * sitePhase h
```

The structure factor is \(F(h)=f(h)+f(-h)\,s(h)\). It counts one pair of sites. The face-centred lattice multiplies it by 4 in the cubic cell when the indices are all even or all odd, as for 200 and 222.

```lean
/-- The twofold rotation diag(-1, -1, 1). -/
def twofold {R : Type*} [Neg R] (v : Fin 3 → R) : Fin 3 → R := ![-v 0, -v 1, v 2]
```

This is the rotation \((v_0,v_1,v_2)\mapsto(-v_0,-v_1,v_2)\), a twofold axis through the site along the cube direction [001].

```lean
/-- The charge cloud is mapped to itself by the operation `g` on positions. -/
def Invariant (g : (Fin 3 → ℝ) → (Fin 3 → ℝ)) (q : ι → ℝ) (r : ι → Fin 3 → ℝ) : Prop :=
  ∃ σ : Equiv.Perm ι, ∀ j, q (σ j) = q j ∧ r (σ j) = g (r j)
```

`Invariant g q r` says that some permutation \(\sigma\) of the labels satisfies \(q_{\sigma(j)}=q_j\) and \(r_{\sigma(j)}=g(r_j)\) for every \(j\).

## What symmetry and real charges imply

```lean
/-- If an operation on positions corresponds to `h ↦ k` on reflections, an invariant cloud
scatters equally at `h` and `k`. -/
theorem formFactor_of_invariant {g : (Fin 3 → ℝ) → (Fin 3 → ℝ)} {q : ι → ℝ}
    {r : ι → Fin 3 → ℝ} (hg : Invariant g q r) {h k : Fin 3 → ℤ}
    (hk : ∀ x, phase k x = phase h (g x)) : formFactor q r k = formFactor q r h := by
  obtain ⟨σ, hσ⟩ := hg
  calc formFactor q r k = ∑ j, (q (σ j) : ℂ) * phase h (r (σ j)) := by
        unfold formFactor
        refine Finset.sum_congr rfl fun j _ => ?_
        rw [(hσ j).1, (hσ j).2, hk]
    _ = formFactor q r h := Equiv.sum_comp σ (fun j => (q j : ℂ) * phase h (r j))
```

Suppose that \(k\cdot x\) and \(h\cdot g(x)\) give the same phase for every \(x\). Then
\[
f(k)=\sum_j q_j e^{2\pi i h\cdot g(r_j)}=\sum_j q_{\sigma(j)}e^{2\pi i h\cdot r_{\sigma(j)}}=f(h).
\]
The last equality is the device on which the symmetry argument turns. An `Equiv.Perm ι` is a map from labels to labels bundled with its inverse, so it visits each label exactly once. `Equiv.sum_comp` uses this to replace a sum over \(\sigma(j)\) by a sum over \(j\). The `calc` block has the same two stages: rewrite each term, then relabel.

```lean
/-- Real charges scatter at `-h` with the complex conjugate of their amplitude at `h`. -/
theorem formFactor_neg (q : ι → ℝ) (r : ι → Fin 3 → ℝ) (h : Fin 3 → ℤ) :
    formFactor q r (-h) = conj (formFactor q r h) := by
  unfold formFactor
  rw [map_sum]
  refine Finset.sum_congr rfl fun j _ => ?_
  rw [map_mul, conj_ofReal]
  congr 1
  unfold phase
  rw [← exp_conj, map_mul, conj_ofReal, conj_I]
  congr 1
  simp only [Pi.neg_apply]
  push_cast
  ring
```

Conjugation leaves \(q_j\) alone and reverses the sign of each exponent, so \(f(-h)=\overline{f(h)}\). The proof moves the conjugate inside the sum, the product and the exponential in turn.

```lean
/-- The cloud inverted onto the site (1/4, 1/4, 1/4) scatters as f(-h) times the site phase. -/
theorem formFactor_inverted (q : ι → ℝ) (r : ι → Fin 3 → ℝ) (h : Fin 3 → ℤ) :
    formFactor q (fun j i => 1 / 4 - r j i) h = formFactor q r (-h) * sitePhase h := by
  unfold formFactor
  rw [Finset.sum_mul]
  refine Finset.sum_congr rfl fun j _ => ?_
  rw [mul_assoc]
  congr 1
  unfold phase sitePhase
  rw [← exp_add]
  congr 1
  simp only [Pi.neg_apply]
  push_cast
  ring
```

This justifies the second term of \(F\). Inversion through the midpoint between the sites sends \(r_j\) to \((1/4,1/4,1/4)-r_j\), and
\[
\sum_j q_j e^{2\pi i[(h_0+h_1+h_2)/4-h\cdot r_j]}=s(h)\,f(-h).
\]

## The two reflections

```lean
/-- The phase of the second diamond site is -1 when h₁ + h₂ + h₃ = 4n + 2. -/
theorem sitePhase_eq_neg_one {h : Fin 3 → ℤ} {n : ℤ} (hn : h 0 + h 1 + h 2 = 4 * n + 2) :
    sitePhase h = -1 := by
  unfold sitePhase
  have e : 2 * (Real.pi : ℂ) * I * ((4 * n + 2 : ℤ) : ℂ) / 4
      = Real.pi * I + n * (2 * Real.pi * I) := by
    push_cast
    ring
  rw [hn, e, exp_add, exp_pi_mul_I, exp_int_mul_two_pi_mul_I, mul_one]
```

If \(h_0+h_1+h_2=4n+2\) with \(n\) an integer, then \(s(h)=e^{i\pi+2\pi i n}=-1\). Lean splits the exponent in the same way.

```lean
/-- For h₁ + h₂ + h₃ = 4n + 2 the structure factor is 2i times the imaginary part of the
form factor. -/
theorem structureFactor_eq_im (q : ι → ℝ) (r : ι → Fin 3 → ℝ) {h : Fin 3 → ℤ} {n : ℤ}
    (hn : h 0 + h 1 + h 2 = 4 * n + 2) :
    structureFactor q r h = 2 * I * ((formFactor q r h).im : ℂ) := by
  unfold structureFactor
  rw [sitePhase_eq_neg_one hn, formFactor_neg]
  have e := Complex.sub_conj (formFactor q r h)
  push_cast at e
  linear_combination e
```

For these reflections
\[
F(h)=f(h)-\overline{f(h)}=2i\,\operatorname{Im}f(h).
\]
No symmetry of the cloud is used. `Complex.sub_conj` supplies the identity for a number minus its conjugate.

```lean
/-- With the twofold axis, every reflection (h₁, h₂, 0) with h₁ + h₂ = 4n + 2 is absent. -/
theorem structureFactor_zone_eq_zero {q : ι → ℝ} {r : ι → Fin 3 → ℝ}
    (hC : Invariant twofold q r) {h : Fin 3 → ℤ} {n : ℤ} (h2 : h 2 = 0)
    (hn : h 0 + h 1 = 4 * n + 2) : structureFactor q r h = 0 := by
  -- in this zone the rotation acts on h as an inversion
  have e : formFactor q r (-h) = formFactor q r h :=
    formFactor_of_invariant hC fun x => by simp [phase, twofold, h2]
  have hs : h 0 + h 1 + h 2 = 4 * n + 2 := by omega
  unfold structureFactor
  rw [e, sitePhase_eq_neg_one hs]
  ring
```

Now let the cloud have the twofold axis, and take \(h_2=0\). The rotation then reverses the whole of \(h\), so \(f(-h)=f(h)\). With \(h_0+h_1=4n+2\), the site phase is again \(-1\), and \(F(h)=f(h)-f(h)=0\).

```lean
/-- For a cloud with the twofold axis diag(-1, -1, 1), F(200) = 0 and
F(222) = 2i Im f(222). -/
theorem reflections_200_and_222 {q : ι → ℝ} {r : ι → Fin 3 → ℝ}
    (hC : Invariant twofold q r) :
    structureFactor q r ![2, 0, 0] = 0 ∧
      structureFactor q r ![2, 2, 2] = 2 * I * ((formFactor q r ![2, 2, 2]).im : ℂ) :=
  ⟨structureFactor_zone_eq_zero (n := 0) hC (by simp) (by simp),
    structureFactor_eq_im (n := 1) q r (by simp)⟩
```

For 200 the index sum is \(2=4\cdot0+2\) and the last index vanishes, so \(F(200)=0\). For 222 the sum is \(6=4\cdot1+2\), so \(F(222)=2i\,\operatorname{Im}f(222)\).

A single unit charge at \((0,0,1/8)\), which lies on the axis, shows the difference. At 200, \(f=1\) and \(F=1-1=0\): the two sites cancel. At 222, \(f=e^{i\pi/2}=i\) and \(f(-h)=-i\), so \(F=i+(-i)(-1)=2i\).

```lean
/-- If the cloud is centrosymmetric about its own site, every reflection with
h₁ + h₂ + h₃ = 4n + 2 is absent. -/
theorem structureFactor_centrosymmetric {q : ι → ℝ} {r : ι → Fin 3 → ℝ}
    (hI : Invariant (fun x => -x) q r) {h : Fin 3 → ℤ} {n : ℤ}
    (hn : h 0 + h 1 + h 2 = 4 * n + 2) : structureFactor q r h = 0 := by
  have e : formFactor q r (-h) = formFactor q r h :=
    formFactor_of_invariant hI fun x => by simp [phase]
  unfold structureFactor
  rw [e, sitePhase_eq_neg_one hn]
  ring
```

If inversion through its own site maps the cloud to itself, then \(f(-h)=f(h)\) for every \(h\), and all reflections with index sum \(4n+2\) vanish, including 222. Within this static point-charge model, a non-zero 222 amplitude therefore signals a charge distribution around each atom that lacks inversion symmetry, as tetrahedral bonding produces.

## Four charges on a tetrahedron

```lean
/-- Four tetrahedral positions around a site. -/
def tetrahedron : Fin 4 → Fin 3 → ℝ :=
  ![![1/8, 1/8, 1/8], ![-1/8, -1/8, 1/8], ![-1/8, 1/8, -1/8], ![1/8, -1/8, -1/8]]
```

The four positions are the midpoints of the bonds from the origin to its nearest neighbours. The inverted cloud places charges at the same midpoints, up to lattice translations, so each bond carries \(2q\) in total.

```lean
/-- A point with h·x = n + 1/4 or h·x = n - 1/4 scatters with phase i or -i respectively. -/
theorem phase_quarter (h : Fin 3 → ℤ) (x : Fin 3 → ℝ) (n : ℤ) :
    (h 0 * x 0 + h 1 * x 1 + h 2 * x 2 = n + 1 / 4 → phase h x = I) ∧
      (h 0 * x 0 + h 1 * x 1 + h 2 * x 2 = n - 1 / 4 → phase h x = -I) := by
  constructor <;> intro e <;> unfold phase <;> rw [e]
  · have a : ((2 * Real.pi * (n + 1 / 4) : ℝ) : ℂ) * I
        = (Real.pi / 2 : ℂ) * I + n * (2 * Real.pi * I) := by
      push_cast
      ring
    rw [a, exp_add, exp_int_mul_two_pi_mul_I, exp_mul_I, Complex.cos_pi_div_two,
      Complex.sin_pi_div_two]
    ring
  · have a : ((2 * Real.pi * (n - 1 / 4) : ℝ) : ℂ) * I
        = (-(Real.pi / 2) : ℂ) * I + n * (2 * Real.pi * I) := by
      push_cast
      ring
    rw [a, exp_add, exp_int_mul_two_pi_mul_I, exp_mul_I, Complex.cos_neg, Complex.sin_neg,
      Complex.cos_pi_div_two, Complex.sin_pi_div_two]
    ring
```

If \(h\cdot x=n+1/4\), the phase is \(e^{i\pi/2}=i\); if \(h\cdot x=n-1/4\), it is \(-i\). The proof removes the whole turns and evaluates the remaining quarter turn.

```lean
/-- Equal charges `q` on the tetrahedron have the twofold axis, with f(200) = 0,
f(222) = -4iq and F(222) = -8iq. -/
theorem tetrahedron_witness (q : ℝ) :
    Invariant twofold (fun _ => q) tetrahedron ∧
      formFactor (fun _ => q) tetrahedron ![2, 0, 0] = 0 ∧
      formFactor (fun _ => q) tetrahedron ![2, 2, 2] = -4 * I * q ∧
      structureFactor (fun _ => q) tetrahedron ![2, 2, 2] = -8 * I * q := by
  have f222 : formFactor (fun _ => q) tetrahedron ![2, 2, 2] = -4 * I * q := by
    unfold formFactor
    rw [Fin.sum_univ_four,
      (phase_quarter _ (tetrahedron 0) 1).2 (by simp [tetrahedron]; norm_num),
      (phase_quarter _ (tetrahedron 1) 0).2 (by simp [tetrahedron]; norm_num),
      (phase_quarter _ (tetrahedron 2) 0).2 (by simp [tetrahedron]; norm_num),
      (phase_quarter _ (tetrahedron 3) 0).2 (by simp [tetrahedron]; norm_num)]
    ring
  refine ⟨?_, ?_, f222, ?_⟩
  · -- the rotation exchanges the charges in two pairs
    refine ⟨⟨![1, 0, 3, 2], ![1, 0, 3, 2], by intro j; fin_cases j <;> rfl,
      by intro j; fin_cases j <;> rfl⟩, fun j => ⟨rfl, ?_⟩⟩
    ext i
    fin_cases j <;> fin_cases i <;> simp [tetrahedron, twofold] <;> norm_num
  · unfold formFactor
    rw [Fin.sum_univ_four,
      (phase_quarter _ (tetrahedron 0) 0).1 (by simp [tetrahedron]; norm_num),
      (phase_quarter _ (tetrahedron 1) 0).2 (by simp [tetrahedron]; norm_num),
      (phase_quarter _ (tetrahedron 2) 0).2 (by simp [tetrahedron]; norm_num),
      (phase_quarter _ (tetrahedron 3) 0).1 (by simp [tetrahedron]; norm_num)]
    ring
  · have im : (formFactor (fun _ => q) tetrahedron ![2, 2, 2]).im = -4 * q := by
      rw [f222]
      simp
    rw [structureFactor_eq_im (n := 1) _ _ (by simp), im]
    push_cast
    ring

end

end DiamondForbiddenReflections
```

The rotation exchanges charge 0 with 1 and charge 2 with 3, and the proof gives Lean this permutation explicitly. At 200 the values of \(h\cdot r_j\) are \(1/4,-1/4,-1/4,1/4\), so
\[
f(200)=q(i-i-i+i)=0.
\]
At 222 they are \(3/4,-1/4,-1/4,-1/4\). Every phase is \(-i\), which gives
\[
f(222)=-4iq,\qquad F(222)=2i(-4q)=-8iq.
\]
The value \(-4iq\) belongs to one cloud, and the pair of sites has twice that amplitude. For \(q\neq0\) the 222 amplitude is non-zero, although the cloud has the twofold axis that extinguishes 200.

```lean
#print axioms DiamondForbiddenReflections.formFactor_inverted
-- 'DiamondForbiddenReflections.formFactor_inverted' depends on axioms: [propext, Classical.choice, Quot.sound]
#print axioms DiamondForbiddenReflections.sitePhase_eq_neg_one
-- 'DiamondForbiddenReflections.sitePhase_eq_neg_one' depends on axioms: [propext, Classical.choice, Quot.sound]
#print axioms DiamondForbiddenReflections.reflections_200_and_222
-- 'DiamondForbiddenReflections.reflections_200_and_222' depends on axioms: [propext, Classical.choice, Quot.sound]
#print axioms DiamondForbiddenReflections.structureFactor_centrosymmetric
-- 'DiamondForbiddenReflections.structureFactor_centrosymmetric' depends on axioms: [propext, Classical.choice, Quot.sound]
```
